# The Laplace Transform of the Boys Function F₀ Is arctan(1/√s)/√s for s > 0

## A Gaussian charge and a Gaussian disc

Take a spherical Gaussian charge distribution of total charge 1 and exponent p > 0, with density (p/π)^(3/2) exp(−p r²). In atomic units, its Coulomb potential at distance R from the centre is 2√(p/π) F₀(pR²), where F₀ is the lowest Boys function:

F₀(T) = ∫₀¹ exp(−T t²) dt.

Now place a flat disc of charge through the same centre, also of total charge 1, with surface density (p/π) exp(−pR²). To find the interaction energy, integrate the potential over the disc. With T = pR², the area element 2πR dR becomes (π/p) dT, and the energy is 2√(p/π) times

∫₀^∞ exp(−T) F₀(T) dT.

Insert the definition of F₀ and do the T integral first:

∫₀¹ [∫₀^∞ exp(−(1 + t²)T) dT] dt = ∫₀¹ dt/(1 + t²) = π/4.

The energy is therefore ½√(πp). Exchanging the two integrals has turned a special function into an elementary integrand.

If the disc has exponent sp instead of p, with s > 0, its normalised density is (sp/π) exp(−spR²). The energy becomes 2√(p/π) s L₀(s), where L₀(s) is the Laplace transform of F₀. Boys functions carry the Coulomb integrals over Gaussian basis functions in electronic structure, and the closed form gives a reference value for a Boys-function routine combined with a quadrature, restricted to an exponential weight in the single variable T.

## What is stated for each order

For m = 0, 1, 2, … define

Fₘ(T) = ∫₀¹ t^(2m) exp(−T t²) dt,
Lₘ(s) = ∫₀^∞ exp(−sT) Fₘ(T) dT.

In Lean these are `boys m T` and `laplaceBoys m s`, with `m` a natural number and `s`, `T` real. `Ioi 0` is the half-line T > 0. The letter T is the dimensionless Boys argument, not a temperature, and it takes the place that time has in many textbook Laplace transforms; t is only the integration variable inside Fₘ.

The theorem `laplaceBoys_zero` says that for every s > 0

L₀(s) = arctan(1/√s)/√s.

Convergence is a separate theorem, `laplace_converges`, stated as integrability for every order. It is stated separately because Lean assigns the value 0 to the integral of a non-integrable function, so an equation for an integral does not in general show that the integral converges. Three further results give the rational integral for Lₘ, a recurrence in m and a closed form for all orders. The last theorem, `boys_zero_not_integrable`, says that F₀ without damping is not integrable on T > 0. Thus s > 0 cannot be weakened to s ≥ 0 in the convergence statement for m = 0.

The parameter s is real throughout, so complex Laplace variables are excluded. The step from these one-dimensional integrals to the charge and disc, through the Gaussian potential and the change to T = pR², is the physical argument above and is not part of the Lean statements.

## From the double integral to the arctangent

For T > 0 and 0 < t ≤ 1, both t^(2m) and exp(−T t²) are at most 1, so

0 ≤ exp(−sT) t^(2m) exp(−T t²) ≤ exp(−sT).

The bound has the finite integral 1/s over the strip. The double integral therefore converges absolutely, and Fubini's theorem allows the exchange of order. Since s + t² > 0,

Lₘ(s) = ∫₀¹ t^(2m) [∫₀^∞ exp(−(s + t²)T) dT] dt = ∫₀¹ t^(2m)/(s + t²) dt.

For m = 0 the antiderivative follows from

d/dt [arctan(t/√s)/√s] = (1/s)/(1 + t²/s) = 1/(s + t²).

It vanishes at t = 0, and its value at t = 1 is the stated result.

For higher orders, divide by s + t²:

t^(2m+2)/(s + t²) = t^(2m) − s t^(2m)/(s + t²).

Integration over [0,1] gives the recurrence

Lₘ₊₁(s) = 1/(2m + 1) − s Lₘ(s).

Starting from L₀, this leads to

Lₘ(s) = (−s)^m [arctan(1/√s)/√s + Σ 1/((2k + 1)(−s)^(k+1))],

where k runs from 0 to m − 1 and the sum is empty for m = 0. To pass from m to m + 1, multiply by −s and add 1/(2m + 1). The added number equals (−s)^(m+1) times the new summand with k = m, so the form is preserved.

## Numbers at s = 3

Here arctan(1/√3) = π/6, so

L₀(3) = π/(6√3) ≈ 0.30230.

The recurrence gives

L₁(3) = 1 − 3 L₀(3) ≈ 0.09310,
L₂(3) = 1/3 − 3 L₁(3) ≈ 0.05403.

The rational integral offers a check on L₁. Its denominator 3 + t² lies between 3 and 4, and ∫₀¹ t² dt = 1/3, so L₁(3) must lie between 1/12 and 1/9, as it does.

## The limit of no damping

As s tends to 0 from above, arctan(1/√s) tends to π/2, and L₀(s) grows like π/(2√s). This growth rules out a finite integral of F₀. Suppose that integral were C. Since F₀ ≥ 0 and exp(−sT) ≤ 1, every L₀(s) with s > 0 would be at most C. But at s = 1/(2C + 1)² the closed form gives

L₀(s) = (2C + 1) arctan(2C + 1) ≥ (2C + 1)π/4 > C,

a contradiction.

## The Lean file

```lean
import Mathlib

open MeasureTheory Set

namespace BoysLaplace

noncomputable section

/-- The Boys function `F_m(T)`, the integral of `t^(2m) exp(-T t²)` over `[0,1]`. -/
def boys (m : ℕ) (T : ℝ) : ℝ :=
  ∫ t in (0 : ℝ)..1, t ^ (2 * m) * Real.exp (-T * t ^ 2)

/-- The Laplace transform of the Boys function `F_m`, the integral of `exp(-sT) F_m(T)`
over `T > 0`. -/
def laplaceBoys (m : ℕ) (s : ℝ) : ℝ :=
  ∫ T in Ioi (0 : ℝ), Real.exp (-s * T) * boys m T

/-- The damped Boys function as a single integral over `t`, with the damping factor inside. -/
theorem exp_mul_boys (m : ℕ) (s T : ℝ) :
    Real.exp (-s * T) * boys m T =
      ∫ t in Ioc (0 : ℝ) 1, Real.exp (-s * T) * (t ^ (2 * m) * Real.exp (-T * t ^ 2)) := by
  rw [boys, intervalIntegral.integral_of_le zero_le_one, integral_const_mul]

/-- For `s > 0` the joint integrand in `(T, t)` is integrable over `T > 0`, `0 < t ≤ 1`. -/
theorem kernel_integrable (m : ℕ) {s : ℝ} (hs : 0 < s) :
    Integrable (fun z : ℝ × ℝ =>
        Real.exp (-s * z.1) * (z.2 ^ (2 * m) * Real.exp (-z.1 * z.2 ^ 2)))
      ((volume.restrict (Ioi (0 : ℝ))).prod (volume.restrict (Ioc (0 : ℝ) 1))) := by
  have h1 : Integrable (fun T : ℝ => Real.exp (-s * T)) (volume.restrict (Ioi (0 : ℝ))) :=
    exp_neg_integrableOn_Ioi 0 hs
  have h2 : Integrable (fun _ : ℝ => (1 : ℝ)) (volume.restrict (Ioc (0 : ℝ) 1)) :=
    integrable_const 1
  -- the integrand is dominated by `exp(-sT)`
  refine (h1.mul_prod h2).mono' (Continuous.aestronglyMeasurable (by fun_prop)) ?_
  rw [Measure.prod_restrict]
  refine ae_restrict_of_forall_mem (measurableSet_Ioi.prod measurableSet_Ioc) ?_
  rintro ⟨T, t⟩ ⟨hT, ht⟩
  have hT' : 0 < T := hT
  have ht0 : 0 ≤ t := le_of_lt ht.1
  have ha : t ^ (2 * m) ≤ 1 := pow_le_one₀ ht0 ht.2
  have hb : Real.exp (-T * t ^ 2) ≤ 1 :=
    Real.exp_le_one_iff.2 (by nlinarith [mul_nonneg hT'.le (sq_nonneg t)])
  change ‖Real.exp (-s * T) * (t ^ (2 * m) * Real.exp (-T * t ^ 2))‖ ≤ Real.exp (-s * T) * 1
  rw [Real.norm_of_nonneg (by positivity)]
  exact mul_le_mul_of_nonneg_left (mul_le_one₀ ha (Real.exp_pos _).le hb) (Real.exp_pos _).le

/-- The Laplace integral of every Boys function converges for `s > 0`. -/
theorem laplace_converges (m : ℕ) {s : ℝ} (hs : 0 < s) :
    IntegrableOn (fun T => Real.exp (-s * T) * boys m T) (Ioi 0) := by
  have h := (kernel_integrable m hs).integral_prod_left
  simpa only [IntegrableOn, exp_mul_boys] using h

/-- For `s > 0` the Laplace transform of `F_m` is the integral of the rational function
`t^(2m)/(s + t²)` over `[0,1]`. -/
theorem laplaceBoys_eq_rational (m : ℕ) {s : ℝ} (hs : 0 < s) :
    laplaceBoys m s = ∫ t in (0 : ℝ)..1, t ^ (2 * m) / (s + t ^ 2) := by
  unfold laplaceBoys
  simp_rw [exp_mul_boys]
  -- exchange the order of integration
  refine (integral_integral_swap
    (f := fun T t : ℝ => Real.exp (-s * T) * (t ^ (2 * m) * Real.exp (-T * t ^ 2)))
    (kernel_integrable m hs)).trans ?_
  rw [intervalIntegral.integral_of_le zero_le_one]
  refine setIntegral_congr_fun measurableSet_Ioc fun t _ => ?_
  have hb : 0 < s + t ^ 2 := by positivity
  have e : ∀ T : ℝ, Real.exp (-s * T) * (t ^ (2 * m) * Real.exp (-T * t ^ 2)) =
      t ^ (2 * m) * Real.exp (-((s + t ^ 2) * T)) := by
    intro T
    rw [show -((s + t ^ 2) * T) = -s * T + -T * t ^ 2 by ring, Real.exp_add]
    ring
  -- the remaining integral over `T` is a pure exponential
  have h := integral_comp_mul_left_Ioi (fun x : ℝ => Real.exp (-x)) 0 hb
  rw [mul_zero, integral_exp_neg_Ioi_zero, smul_eq_mul, mul_one] at h
  simp only [e, integral_const_mul, h, div_eq_mul_inv]

/-- Recurrence in the order `m` for `s > 0`: the transform of `F_(m+1)` is `1/(2m+1)` minus
`s` times the transform of `F_m`. -/
theorem laplaceBoys_succ (m : ℕ) {s : ℝ} (hs : 0 < s) :
    laplaceBoys (m + 1) s = 1 / (2 * m + 1) - s * laplaceBoys m s := by
  rw [laplaceBoys_eq_rational _ hs, laplaceBoys_eq_rational _ hs]
  have hc : Continuous (fun t : ℝ => t ^ (2 * m) / (s + t ^ 2)) :=
    Continuous.div (by fun_prop) (by fun_prop) (fun t => (by positivity : s + t ^ 2 ≠ 0))
  -- polynomial division by `s + t²`
  have e : ∀ t : ℝ, t ^ (2 * (m + 1)) / (s + t ^ 2) =
      t ^ (2 * m) - s * (t ^ (2 * m) / (s + t ^ 2)) := by
    intro t
    have h : s + t ^ 2 ≠ 0 := by positivity
    rw [eq_sub_iff_add_eq, ← mul_div_assoc, ← add_div, div_eq_iff h]
    ring
  have hp : ∫ t in (0 : ℝ)..1, t ^ (2 * m) = 1 / (2 * (m : ℝ) + 1) := by
    rw [integral_pow]
    simp
  simp_rw [e]
  rw [intervalIntegral.integral_sub ((continuous_pow (2 * m)).intervalIntegrable 0 1)
    ((hc.intervalIntegrable 0 1).const_mul s), intervalIntegral.integral_const_mul, hp]

/-- For `s > 0` the Laplace transform of the lowest Boys function `F_0` is
`arctan(1/√s)/√s`. -/
theorem laplaceBoys_zero {s : ℝ} (hs : 0 < s) :
    laplaceBoys 0 s = Real.arctan (1 / √s) / √s := by
  have hc : Continuous (fun t : ℝ => t ^ (2 * 0) / (s + t ^ 2)) :=
    Continuous.div (by fun_prop) (by fun_prop) (fun t => (by positivity : s + t ^ 2 ≠ 0))
  -- the antiderivative of `1/(s + t²)`
  have hd : ∀ t : ℝ, HasDerivAt (fun t => Real.arctan (t / √s) / √s)
      (t ^ (2 * 0) / (s + t ^ 2)) t := by
    intro t
    have h := (((hasDerivAt_id' t).div_const (√s)).arctan).div_const (√s)
    refine h.congr_deriv ?_
    have h3 : s + t ^ 2 ≠ 0 := by positivity
    have e1 : 1 + (t / √s) ^ 2 = (s + t ^ 2) / s := by
      rw [div_pow, Real.sq_sqrt hs.le, add_div, div_self hs.ne']
    rw [e1, mul_zero, pow_zero, one_div_div, mul_one_div, div_div, Real.mul_self_sqrt hs.le]
    field_simp
  rw [laplaceBoys_eq_rational 0 hs, intervalIntegral.integral_eq_sub_of_hasDerivAt
    (fun t _ => hd t) (hc.intervalIntegrable 0 1)]
  simp

/-- Closed form of the Laplace transform of `F_m` for every order `m` and every `s > 0`: `(-s)^m`
times the sum of `arctan(1/√s)/√s` and the terms `1/((2k+1)(-s)^(k+1))` with `k < m`. -/
theorem laplaceBoys_closed_form (m : ℕ) {s : ℝ} (hs : 0 < s) :
    laplaceBoys m s = (-s) ^ m * (Real.arctan (1 / √s) / √s +
      ∑ k ∈ Finset.range m, 1 / ((2 * (k : ℝ) + 1) * (-s) ^ (k + 1))) := by
  induction m with
  | zero => rw [laplaceBoys_zero hs]; simp
  | succ m ih =>
    have h0 : (-s) ^ (m + 1) ≠ 0 := pow_ne_zero _ (neg_ne_zero.2 hs.ne')
    have hk : (-s) ^ (m + 1) * (1 / ((2 * (m : ℝ) + 1) * (-s) ^ (m + 1))) =
        1 / (2 * (m : ℝ) + 1) := by
      rw [mul_one_div, mul_comm (2 * (m : ℝ) + 1), ← div_div, div_self h0]
    rw [laplaceBoys_succ m hs, ih, Finset.sum_range_succ]
    linear_combination -hk

/-- The lowest Boys function `F_0` is not integrable over `T > 0`. -/
theorem boys_zero_not_integrable : ¬ IntegrableOn (boys 0) (Ioi 0) := by
  intro h
  have hpos : ∀ T, 0 ≤ boys 0 T := fun T =>
    intervalIntegral.integral_nonneg zero_le_one
      (fun t ht => mul_nonneg (pow_nonneg ht.1 _) (Real.exp_pos _).le)
  -- the integral of `F_0` would bound all its Laplace transforms
  obtain ⟨C, hC, hle⟩ : ∃ C : ℝ, 0 ≤ C ∧ ∀ s : ℝ, 0 < s → laplaceBoys 0 s ≤ C := by
    refine ⟨∫ T in Ioi (0 : ℝ), boys 0 T,
      setIntegral_nonneg measurableSet_Ioi fun T _ => hpos T, fun s hs => ?_⟩
    refine setIntegral_mono_on (laplace_converges 0 hs) h measurableSet_Ioi fun T hT => ?_
    have hT' : 0 < T := hT
    exact mul_le_of_le_one_left (hpos T)
      (Real.exp_le_one_iff.2 (by nlinarith [mul_pos hs hT']))
  -- a small enough `s` violates the bound
  have h1 := hle ((1 / (2 * C + 1)) ^ 2) (by positivity)
  rw [laplaceBoys_zero (by positivity), Real.sqrt_sq (by positivity), one_div_one_div,
    div_div_eq_mul_div, div_one] at h1
  have h2 : Real.pi / 4 ≤ Real.arctan (2 * C + 1) := by
    rw [← Real.arctan_one]
    exact Real.arctan_strictMono.monotone (by linarith)
  have h3 : 0 ≤ 2 * C + 1 := by linarith
  nlinarith [Real.pi_gt_three, mul_le_mul_of_nonneg_right h2 h3,
    mul_nonneg hC (sub_nonneg.2 Real.pi_gt_three.le)]

end

end BoysLaplace
```

```lean
#print axioms BoysLaplace.laplaceBoys_zero
#print axioms BoysLaplace.laplaceBoys_closed_form
#print axioms BoysLaplace.boys_zero_not_integrable
```

```
'BoysLaplace.laplaceBoys_zero' depends on axioms: [propext, Classical.choice, Quot.sound]
'BoysLaplace.laplaceBoys_closed_form' depends on axioms: [propext, Classical.choice, Quot.sound]
'BoysLaplace.boys_zero_not_integrable' depends on axioms: [propext, Classical.choice, Quot.sound]
```

## Convergence and the exchange of integrals

The lemma `exp_mul_boys` moves the factor exp(−sT) inside the t integral, so that the transform is visibly a double integral. `kernel_integrable` then proves absolute convergence on the strip. Its dominating function is the product of exp(−sT) and the constant 1, which is integrable by `mul_prod`. The step `mono'` transfers integrability to the smaller integrand, and the facts `ha` and `hb` are the two bounds by 1 used in the derivation.

From this, `laplace_converges` follows by `integral_prod_left`: integrating a jointly integrable function over t leaves a function integrable in T.

In `laplaceBoys_eq_rational`, `integral_integral_swap` exchanges the order. The local identity `e` combines the two exponentials into one with rate s + t². The scaling rule `integral_comp_mul_left_Ioi` reduces the T integral to that of exp(−x), which is 1, and leaves the factor 1/(s + t²).

## The antiderivative, the recurrence and the divergence

`laplaceBoys_succ` writes both transforms as rational integrals. Its identity `e` is the polynomial division, and `hp` evaluates the integral of t^(2m) as 1/(2m + 1). The continuity fact `hc` supplies the integrability needed to split the integral of the difference.

In `laplaceBoys_zero`, the fact `hd` is the derivative of arctan(t/√s)/√s. The fundamental theorem of calculus, `intervalIntegral.integral_eq_sub_of_hasDerivAt`, turns it into the difference of the endpoint values.

`laplaceBoys_closed_form` is an induction on m. The base case is the arctangent formula with an empty sum. In the step, `hk` says that the new summand times (−s)^(m+1) is 1/(2m + 1), and `linear_combination` completes the algebra.

`boys_zero_not_integrable` assumes integrability and obtains the common bound `C` by comparing integrands with `setIntegral_mono_on`. It then inserts s = (1/(2C + 1))². The fact `h2` uses the monotonicity of the arctangent to get the lower bound π/4, and the final `nlinarith` reaches the contradiction using π > 3.
